# Sylvester's determinant identity for overlaps of Slater determinants with added orbitals

Take one reference orbital and two added orbitals on each side of an overlap. The reference overlap is a single number a. The two added orbitals on the right overlap with the left reference orbital as b₀ and b₁, the two added orbitals on the left overlap with the right reference orbital as c₀ and c₁, and the added orbitals overlap among themselves as d_ij. If only orbital i is added on the left and orbital j on the right, the overlap of the two-particle Slater determinants, each with its usual factor 1/√2, is

N_ij = a d_ij − c_i b_j.

The determinant of these four numbers is

N₀₀ N₁₁ − N₀₁ N₁₀ = a² (d₀₀ d₁₁ − d₀₁ d₁₀) − a (d₀₀ c₁ b₁ + d₁₁ c₀ b₀ − d₀₁ c₁ b₀ − d₁₀ c₀ b₁).

The two terms without a factor a, both equal to c₀ b₀ c₁ b₁, have cancelled. What remains is a times the 3×3 determinant with rows (a, b₀, b₁), (c₀, d₀₀, d₀₁) and (c₁, d₁₀, d₁₁), which is the overlap with both particles added. The general identity has the same form: the determinant of the overlaps with one particle added on each side is a power of the reference overlap times the overlap with all particles added.

## Orbital overlaps as matrices

```lean
import Mathlib

open Matrix

namespace BorderedOverlaps

variable {n κ R S : Type*} [Fintype n] [DecidableEq n] [CommRing R] [CommRing S]
```

The first lines load the mathematical library Mathlib and declare the general setting. The type `n` labels the reference orbitals and is finite. The type `κ` labels the added orbitals. The entries of all matrices lie in a commutative ring `R`, for which a physicist can read the real or complex numbers; `S` is a second ring, used when the scalars are changed.

```lean
/-- The determinant of the orbital overlap matrix `[[A, B], [C, D]]`, where `A` belongs to the
reference orbitals and `B`, `C`, `D` contain the overlaps with the added orbitals. -/
def fullOverlap [Fintype κ] [DecidableEq κ] (A : Matrix n n R) (B : Matrix n κ R)
    (C : Matrix κ n R) (D : Matrix κ κ R) : R :=
  (fromBlocks A B C D).det
```

For two Slater determinants with the same number p of particles, each with the usual prefactor 1/√(p!), the overlap is the determinant of the matrix of orbital overlaps, with left orbitals as rows and right orbitals as columns. The definition `fullOverlap` takes this determinant as its starting point. Listing the reference orbitals first, the matrix is

M = [[A, B], [C, D]],

and `fullOverlap A B C D` is det M. `fromBlocks` assembles the four blocks, and `Matrix n κ R` means a matrix with rows labelled by `n` and columns by `κ`.

The blocks are arbitrary. The orbitals need not be orthonormal, so the determinants need not be normalised states, and nothing requires the entries to come from actual wave functions.

```lean
/-- The reference overlap matrix bordered by the single row `i` of `C`, the single column `j`
of `B` and the corner entry `D i j`. -/
def bordered (A : Matrix n n R) (B : Matrix n κ R) (C : Matrix κ n R) (D : Matrix κ κ R)
    (i j : κ) : Matrix (n ⊕ Unit) (n ⊕ Unit) R :=
  fromBlocks A (of fun a _ => B a j) (of fun _ b => C i b) (of fun _ _ => D i j)
```

Here a single row C_i, a single column B_j and the corner D_ij are attached to A. The label type `n ⊕ Unit` consists of the reference labels and one extra label. The notation `of fun a _ => B a j` builds a matrix from a formula for its entries; the underscore is an index that the formula ignores.

```lean
/-- The matrix whose entry `(i, j)` is the overlap determinant with one particle added on each
side, in orbital `i` on the left and in orbital `j` on the right. -/
def oneParticleOverlaps (A : Matrix n n R) (B : Matrix n κ R) (C : Matrix κ n R)
    (D : Matrix κ κ R) : Matrix κ κ R :=
  of fun i j => (bordered A B C D i j).det
```

The matrix N of one-particle overlaps collects these determinants:

N_ij = det [[A, B_j], [C_i, D_ij]].

Each entry is a many-particle overlap in which one particle has been added on each side. It is not divided by the reference overlap.

## Changing the scalars

```lean
/-- The full overlap determinant commutes with a change of scalars. -/
theorem map_fullOverlap [Fintype κ] [DecidableEq κ] (f : R →+* S) (A : Matrix n n R)
    (B : Matrix n κ R) (C : Matrix κ n R) (D : Matrix κ κ R) :
    f (fullOverlap A B C D) = fullOverlap (A.map f) (B.map f) (C.map f) (D.map f) := by
  unfold fullOverlap
  rw [RingHom.map_det, RingHom.mapMatrix_apply, fromBlocks_map]
```

A Lean theorem gives its hypotheses, then a colon and the claim, then a proof after `:= by`. The hypothesis `f : R →+* S` is a map that respects sums and products, as well as 0 and 1. A determinant is built from sums and products of entries, so applying f to det M gives the same result as applying f to every entry first.

```lean
/-- The determinant of the one-particle overlaps commutes with a change of scalars. -/
theorem map_det_oneParticleOverlaps [Fintype κ] [DecidableEq κ] (f : R →+* S)
    (A : Matrix n n R) (B : Matrix n κ R) (C : Matrix κ n R) (D : Matrix κ κ R) :
    f (oneParticleOverlaps A B C D).det =
      (oneParticleOverlaps (A.map f) (B.map f) (C.map f) (D.map f)).det := by
  rw [RingHom.map_det]
  refine congrArg Matrix.det ?_
  ext i j
  change f (bordered A B C D i j).det = (bordered _ _ _ _ i j).det
  rw [RingHom.map_det]
  refine congrArg Matrix.det ?_
  ext a b
  rcases a with a | a <;> rcases b with b | b <;> rfl
```

The same holds for det N, which is a determinant of determinants. The proof moves f inside the outer determinant, then inside each bordered determinant, and finally compares the entries in the four blocks. These two lemmas allow the identity to be proved where division is available and then carried back.

## Eliminating the reference orbitals

```lean
/-- Over a field, with nonzero reference overlap, the determinant of the one-particle overlaps
for `k + 1` added orbitals is `det(A)^k` times the full overlap. -/
theorem det_oneParticleOverlaps_of_field {F : Type*} [Field F] {k : ℕ} (A : Matrix n n F)
    (B : Matrix n (Fin (k + 1)) F) (C : Matrix (Fin (k + 1)) n F)
    (D : Matrix (Fin (k + 1)) (Fin (k + 1)) F) (hA : A.det ≠ 0) :
    (oneParticleOverlaps A B C D).det = A.det ^ k * fullOverlap A B C D := by
  let : Invertible A := A.invertibleOfIsUnitDet (isUnit_iff_ne_zero.mpr hA)
  -- eliminate the reference orbitals from every bordered determinant
  have hN : oneParticleOverlaps A B C D = A.det • (D - C * ⅟A * B) := by
    ext i j
    change (bordered A B C D i j).det = A.det * (D - C * ⅟A * B) i j
    unfold bordered
    rw [det_fromBlocks₁₁]
    refine congrArg (fun x => A.det * x) ?_
    rw [det_unique]
    simp only [Matrix.sub_apply, Matrix.mul_apply, Matrix.of_apply]
  -- the same elimination in the full determinant
  unfold fullOverlap
  rw [hN, det_smul, Fintype.card_fin, det_fromBlocks₁₁]
  ring
```

The type `Fin (k + 1)` has the labels 0, 1, …, k, so there are k + 1 added orbitals and the power of det A is k. With a single added orbital, k = 0, the statement just says that N₀₀ is the full overlap.

Suppose det A ≠ 0, so that A⁻¹ exists. Subtracting C A⁻¹ times the upper block row from the lower one leaves the determinant of M unchanged and removes C:

det M = det A · det W, with W = D − C A⁻¹ B.

The same elimination in the matrix with one added row and column leaves a 1×1 block, the entry W_ij:

N_ij = det A · W_ij.

Thus N = det A · W. A factor multiplying a matrix of size k + 1 comes out of its determinant to the power k + 1, and therefore

det N = (det A)^(k+1) det W = (det A)^k · (det A · det W) = (det A)^k det M.

In the Lean proof, `⅟A` is the inverse of A and `hN` is the equation N = det A · W. Both eliminations use Mathlib's block determinant formula `det_fromBlocks₁₁`, and `det_smul` extracts the power. The tactic `ring` finishes the last regrouping of factors.

```lean
/-- Over a domain, with nonzero reference overlap, the determinant of the one-particle overlaps
for `k + 1` added orbitals is `det(A)^k` times the full overlap. -/
theorem det_oneParticleOverlaps_of_ne_zero [IsDomain R] {k : ℕ} (A : Matrix n n R)
    (B : Matrix n (Fin (k + 1)) R) (C : Matrix (Fin (k + 1)) n R)
    (D : Matrix (Fin (k + 1)) (Fin (k + 1)) R) (hA : A.det ≠ 0) :
    (oneParticleOverlaps A B C D).det = A.det ^ k * fullOverlap A B C D := by
  -- compare both sides in the fraction field
  have inj := IsFractionRing.injective R (FractionRing R)
  have hA' : (A.map (algebraMap R (FractionRing R))).det ≠ 0 := by
    rw [← RingHom.mapMatrix_apply, ← RingHom.map_det]
    exact fun h0 => hA (inj (h0.trans (map_zero _).symm))
  apply inj
  rw [map_mul, map_pow, map_det_oneParticleOverlaps, map_fullOverlap, RingHom.map_det,
    RingHom.mapMatrix_apply]
  exact det_oneParticleOverlaps_of_field _ _ _ _ hA'
```

A domain is a commutative ring, with 0 ≠ 1, in which a product vanishes only if a factor does. It need not allow division, as the integers show, but it embeds in its field of fractions. The previous theorem applies there, and the two lemmas on scalars identify both sides with the images of the original expressions. Because the embedding is injective, recorded as `inj`, the equality already holds in the domain. The purpose of this step is to cover polynomials, which the next theorem needs.

## A vanishing reference overlap

```lean
/-- Sylvester's determinant identity: for `k + 1` added orbitals and any reference overlap matrix
`A`, singular or not, the determinant of the one-particle overlaps is `det(A)^k` times the full
overlap. -/
theorem sylvester_identity [IsDomain R] {k : ℕ} (A : Matrix n n R)
    (B : Matrix n (Fin (k + 1)) R) (C : Matrix (Fin (k + 1)) n R)
    (D : Matrix (Fin (k + 1)) (Fin (k + 1)) R) :
    (oneParticleOverlaps A B C D).det = A.det ^ k * fullOverlap A B C D := by
  -- shift `A` to `A + X`, whose determinant is a monic polynomial in `X`
  have h := det_oneParticleOverlaps_of_ne_zero (charmatrix (-A)) (B.map Polynomial.C)
    (C.map Polynomial.C) (D.map Polynomial.C) (charpoly_monic (-A)).ne_zero
  -- and remove the shift by setting `X = 0`
  have h0 := congrArg (Polynomial.evalRingHom (0 : R)) h
  have eA : (charmatrix (-A)).map (Polynomial.evalRingHom (0 : R)) = A := by
    ext i j
    by_cases hij : i = j <;> simp [hij]
  have eB : (B.map Polynomial.C).map (Polynomial.evalRingHom (0 : R)) = B := by
    ext i j
    simp
  have eC : (C.map Polynomial.C).map (Polynomial.evalRingHom (0 : R)) = C := by
    ext i j
    simp
  have eD : (D.map Polynomial.C).map (Polynomial.evalRingHom (0 : R)) = D := by
    ext i j
    simp
  rw [map_mul, map_pow, map_det_oneParticleOverlaps, map_fullOverlap, RingHom.map_det,
    RingHom.mapMatrix_apply, eA, eB, eC, eD] at h0
  exact h0
```

This is the main theorem, with no condition on det A:

det N = (det A)^k det M.

The only restriction is that the entries lie in a domain, which real and complex overlaps satisfy.

By hand, replace A by A + X·1, where X is a formal variable. The determinant of A + X·1 is a polynomial in X with leading coefficient 1, so it is not the zero polynomial, even if det A = 0. The previous theorem therefore holds for A + X·1, with B, C and D regarded as constant polynomials. Both sides are polynomials in X, and setting X = 0 gives the identity for A itself.

Mathlib's `charmatrix` of a matrix is X·1 minus that matrix, which is why the proof uses `charmatrix (-A)`. The step `h0` sets X = 0 on both sides. The four equations `eA`, `eB`, `eC` and `eD` confirm that this returns the original blocks.

For k ≥ 1 and det A = 0, the theorem says that det N = 0. It then gives no information about det M, which may well be nonzero.

## Many-particle overlaps from one-particle ratios

```lean
/-- For nonzero reference overlap, the full overlap is the reference overlap times the determinant
of the one-particle overlaps, each divided by the reference overlap. -/
theorem fullOverlap_eq_det_ratios {F : Type*} [Field F] {k : ℕ} (A : Matrix n n F)
    (B : Matrix n (Fin (k + 1)) F) (C : Matrix (Fin (k + 1)) n F)
    (D : Matrix (Fin (k + 1)) (Fin (k + 1)) F) (hA : A.det ≠ 0) :
    fullOverlap A B C D =
      A.det * (of fun i j => oneParticleOverlaps A B C D i j / A.det).det := by
  have e : (of fun i j => oneParticleOverlaps A B C D i j / A.det) =
      A.det⁻¹ • oneParticleOverlaps A B C D := by
    ext i j
    simp only [Matrix.of_apply, Matrix.smul_apply, smul_eq_mul, div_eq_inv_mul]
  rw [e, det_smul, Fintype.card_fin, sylvester_identity]
  have hp : A.det⁻¹ ^ (k + 1) * A.det ^ (k + 1) = 1 := by
    rw [← mul_pow, inv_mul_cancel₀ hA, one_pow]
  linear_combination (-fullOverlap A B C D) * hp
```

With det A ≠ 0, the ratios N_ij / det A are the one-particle overlaps normalised by the reference. Dividing every entry of N by det A divides its determinant by (det A)^(k+1), so

det A · det(N / det A) = det A · (det A)^k det M / (det A)^(k+1) = det M.

The proof writes the division as multiplication by `A.det⁻¹`, takes the factor out of the determinant and inserts the main theorem. The equation `hp` cancels the powers.

When the reference overlap is nonzero, the overlap of two Slater determinants with several particles added on each side is thus fixed by the reference overlap and the one-particle ratios. This is a special case of Wick's theorem for two different Slater determinants, in which particles are only added; the general theorem also covers removed particles.

In a calculation, these ratios need not be found from separate bordered determinants. They are the entries of W, so a program can factorise A once, solve A Y = B for Y, form

W = D − C Y,

and obtain the full overlap as det A · det W. For another set of added orbitals with the same reference, the factorisation of A is kept, and Y and W are computed again. When A is nearly singular, the solve becomes ill-conditioned, and a direct determinant of M is a useful comparison.

## Two added particles

```lean
/-- For two added particles, the reference overlap times the full overlap is the antisymmetrised
product of one-particle overlaps. -/
theorem two_particle_overlap [IsDomain R] (A : Matrix n n R) (B : Matrix n (Fin 2) R)
    (C : Matrix (Fin 2) n R) (D : Matrix (Fin 2) (Fin 2) R) :
    A.det * fullOverlap A B C D =
      oneParticleOverlaps A B C D 0 0 * oneParticleOverlaps A B C D 1 1 -
        oneParticleOverlaps A B C D 0 1 * oneParticleOverlaps A B C D 1 0 := by
  have h : (oneParticleOverlaps A B C D).det = A.det ^ 1 * fullOverlap A B C D :=
    sylvester_identity (k := 1) A B C D
  rw [det_fin_two, pow_one] at h
  exact h.symm
```

For k = 1, writing out the 2×2 determinant gives

det A · det M = N₀₀ N₁₁ − N₀₁ N₁₀.

The right-hand side is a direct product minus an exchange product, as expected for two fermions. The opening example is the case of one reference orbital. The proof specialises the main theorem to `k := 1` and expands the determinant with `det_fin_two`.

The same formula appears in exact determinant codes for integer matrices. In a common form of fraction-free elimination, each new entry is a difference of two products, divided from the second step on by the pivot of the previous step. The formula shows that this division leaves no remainder: the pivot plays the part of det A and the quotient is the larger minor det M.

```lean
/-- When the reference overlap vanishes, every two-by-two minor of the one-particle overlaps
vanishes, for any set of added orbitals. -/
theorem exchange_of_zero_reference [IsDomain R] (A : Matrix n n R) (B : Matrix n κ R)
    (C : Matrix κ n R) (D : Matrix κ κ R) (hA : A.det = 0) (i i' j j' : κ) :
    oneParticleOverlaps A B C D i j * oneParticleOverlaps A B C D i' j' =
      oneParticleOverlaps A B C D i j' * oneParticleOverlaps A B C D i' j := by
  -- keep only the two chosen orbitals on each side
  have h := two_particle_overlap A (of fun a q => B a (![j, j'] q))
    (of fun p b => C (![i, i'] p) b) (of fun p q => D (![i, i'] p) (![j, j'] q))
  rw [hA, zero_mul] at h
  exact sub_eq_zero.mp h.symm

end BorderedOverlaps
```

If the reference overlap vanishes, the direct and exchange products are equal for any choice of left orbitals i, i′ and right orbitals j, j′:

N_ij N_i′j′ = N_ij′ N_i′j.

To see this, keep only the chosen orbitals and apply the two-particle formula. Its left-hand side contains det A = 0, so the difference of products is zero. In Lean, `![i, i']` is the list of the two chosen left orbitals and `![j, j']` that of the right ones; repetitions are allowed. The last line turns a vanishing difference into an equality. The set of added orbitals may have any size here, since only two at a time on each side enter the argument.

There is a simple picture behind this, which goes a little further than the theorem. Suppose that A has exactly one independent null vector. Then one combination of right reference orbitals is orthogonal to all left reference orbitals, and one combination on the left is likewise unmatched. A single added pair gives a nonzero overlap only if each added orbital overlaps with the unmatched combination on the opposite side. N_ij is then a product of a factor depending on i and a factor depending on j, and exchanging j with j′ leaves the product of two such overlaps unchanged.

```lean
#print axioms BorderedOverlaps.sylvester_identity
#print axioms BorderedOverlaps.fullOverlap_eq_det_ratios
#print axioms BorderedOverlaps.exchange_of_zero_reference
```

```
'BorderedOverlaps.sylvester_identity' depends on axioms: [propext, Classical.choice, Quot.sound]
'BorderedOverlaps.fullOverlap_eq_det_ratios' depends on axioms: [propext, Classical.choice, Quot.sound]
'BorderedOverlaps.exchange_of_zero_reference' depends on axioms: [propext, Classical.choice, Quot.sound]
```
